# For an idempotent complex matrix T other than 0 and 1, T and 1 − T have equal Euclidean operator norm

## Do a skewed projector and its complement always have the same largest stretch?

Take the matrix T with rows (1, 1) and (0, 0). It satisfies T² = T but is not Hermitian, so it projects obliquely. The unit vector v = (0, 1) splits into Tv = (1, 0) and v − Tv = (−1, 1), of lengths 1 and √2. Now keep both directions but exchange the lengths:

w = √2 (1, 0) + (1/√2) (−1, 1) = (1/√2, 1/√2)

This is again a unit vector, and Tw = (√2, 0). So T stretches w exactly as much as 1 − T stretches v.

I believe this works for every idempotent T other than 0 and 1, with ‖·‖ the Euclidean length: if ‖Tv‖ ≤ c‖v‖ for all v, then ‖v − Tv‖ ≤ c‖v‖ for all v, and conversely. Can this be made rigorous and machine-checked?

## Yes: the length exchange works for every such projector

Let T² = T and T ≠ 0, and let c be a real number with ‖Tv‖ ≤ c‖v‖ for all v. Some u has z = Tu ≠ 0. Since Tz = z, the bound gives ‖z‖ ≤ c‖z‖, hence c ≥ 1.

For any v, put x = Tv and y = v − Tv. Then v = x + y, Tx = x and Ty = 0. If x = 0, then ‖y‖ = ‖v‖ ≤ c‖v‖. If y = 0, the claim reads 0 ≤ c‖v‖. Otherwise define

w = (‖y‖/‖x‖) x + (‖x‖/‖y‖) y

The two real factors multiply to 1, so the overlap ⟨x, y⟩ is unchanged, and

‖w‖² = ‖y‖² + ‖x‖² + 2 Re⟨x, y⟩ = ‖v‖²

Since T removes the y part, Tw = (‖y‖/‖x‖) x, which has length ‖y‖. Therefore

‖v − Tv‖ = ‖y‖ = ‖Tw‖ ≤ c‖w‖ = c‖v‖

For the converse, (1 − T)² = 1 − 2T + T² = 1 − T, and 1 − T ≠ 0 because T ≠ 1. The same argument applied to 1 − T bounds T. Both operators thus have the same bounds, and so the same smallest bound, which is the operator norm.

## What the theorems say about matrices and operators

`matrix_complement_bound_iff` is the matrix result: `hT` is idempotency, `h0` and `h1` exclude 0 and 1, and `c` is any real number. `matrixOp T` is the matrix acting on column vectors in `EuclideanSpace ℂ n`, which fixes the norm as the root of the summed squared moduli.

`complement_bound` and `complement_bound_iff` treat linear maps on a complex inner-product space `E` of any dimension. The first needs only T ≠ 0; T ≠ 1 enters with the converse. `opNorm_complement` states ‖1 − T‖ = ‖T‖ for continuous idempotent linear maps other than 0 and 1. Norms that do not come from an inner product are not covered, nor are operators defined only on part of the space.

For a single-determinant density matrix P with PSP = P, in a finite non-orthogonal basis with overlap matrix S, the occupied projector PS and the virtual projector 1 − PS, if both are nonzero, have the same worst-case amplification of errors in the coefficient vector, measured in the Euclidean norm. This is a statement about coefficient vectors: in the norm of the orbital itself, √(u†Su) for a coefficient vector u, both projectors are orthogonal when P is Hermitian, and their norm is 1.

In Lean 4 with Mathlib:

```lean
import Mathlib

open Matrix

namespace ObliqueProjectorNorm

noncomputable section

variable {E : Type*} [NormedAddCommGroup E] [InnerProductSpace ℂ E]

/-- The vector `x` rescaled by the real factor `r / ‖x‖`. -/
def rescale (x : E) (r : ℝ) : E := ((r / ‖x‖ : ℝ) : ℂ) • x

/-- A nonzero vector rescaled to a length `r ≥ 0` has norm `r`. -/
theorem norm_rescale {x : E} (hx : x ≠ 0) {r : ℝ} (hr : 0 ≤ r) :
    ‖rescale x r‖ = r := by
  have hx' : ‖x‖ ≠ 0 := norm_ne_zero_iff.2 hx
  rw [rescale, norm_smul, Complex.norm_real, Real.norm_of_nonneg (by positivity)]
  field_simp

/-- Exchanging the lengths of two nonzero vectors, with their directions kept,
leaves the norm of their sum unchanged. -/
theorem norm_exchange {x y : E} (hx : x ≠ 0) (hy : y ≠ 0) :
    ‖rescale x ‖y‖ + rescale y ‖x‖‖ = ‖x + y‖ := by
  have hx' : ‖x‖ ≠ 0 := norm_ne_zero_iff.2 hx
  have hy' : ‖y‖ ≠ 0 := norm_ne_zero_iff.2 hy
  -- the two scale factors are inverse to each other, so the overlap survives
  have hin : inner ℂ (rescale x ‖y‖) (rescale y ‖x‖) = inner ℂ x y := by
    have h1 : ‖y‖ / ‖x‖ * (‖x‖ / ‖y‖) = 1 := by field_simp
    have h2 : ((‖y‖ / ‖x‖ : ℝ) : ℂ) * ((‖x‖ / ‖y‖ : ℝ) : ℂ) = 1 := by
      rw [← Complex.ofReal_mul, h1, Complex.ofReal_one]
    rw [rescale, rescale, inner_smul_left, inner_smul_right, Complex.conj_ofReal,
      ← mul_assoc, h2, one_mul]
  apply (sq_eq_sq₀ (norm_nonneg _) (norm_nonneg _)).1
  rw [norm_add_sq (𝕜 := ℂ), norm_add_sq (𝕜 := ℂ) x y, hin,
    norm_rescale hx (norm_nonneg y), norm_rescale hy (norm_nonneg x)]
  ring

/-- Any bound on a nonzero projector is at least one. -/
theorem one_le_bound {T : E →ₗ[ℂ] E} (hT : ∀ v, T (T v) = T v) (h0 : T ≠ 0)
    {c : ℝ} (hc : ∀ v, ‖T v‖ ≤ c * ‖v‖) : 1 ≤ c := by
  obtain ⟨v, hv⟩ : ∃ v, T v ≠ 0 := by
    by_contra! h
    exact h0 (LinearMap.ext h)
  have h := hc (T v)
  rw [hT] at h
  exact le_of_mul_le_mul_right (by linarith) (norm_pos_iff.2 hv)

/-- A bound on a nonzero projector, orthogonal or oblique, also bounds the
complementary projector. -/
theorem complement_bound {T : E →ₗ[ℂ] E} (hT : ∀ v, T (T v) = T v) (h0 : T ≠ 0)
    {c : ℝ} (hc : ∀ v, ‖T v‖ ≤ c * ‖v‖) (v : E) : ‖v - T v‖ ≤ c * ‖v‖ := by
  have h1 := one_le_bound hT h0 hc
  by_cases hx : T v = 0
  · rw [hx, sub_zero]
    exact le_mul_of_one_le_left (norm_nonneg v) h1
  by_cases hy : v - T v = 0
  · rw [hy, norm_zero]
    exact mul_nonneg (by linarith) (norm_nonneg v)
  -- test the bound on the vector with exchanged component lengths
  have hw := hc (rescale (T v) ‖v - T v‖ + rescale (v - T v) ‖T v‖)
  have hTw : T (rescale (T v) ‖v - T v‖ + rescale (v - T v) ‖T v‖)
      = rescale (T v) ‖v - T v‖ := by
    simp only [rescale, map_add, map_smul, map_sub, hT, sub_self, smul_zero, add_zero]
  have hsum : T v + (v - T v) = v := by abel
  rwa [hTw, norm_exchange hx hy, hsum, norm_rescale hx (norm_nonneg _)] at hw

/-- For a projector other than zero and the identity, a number bounds the projector
exactly when it bounds the complementary projector. -/
theorem complement_bound_iff {T : E →ₗ[ℂ] E} (hT : ∀ v, T (T v) = T v) (h0 : T ≠ 0)
    (h1 : T ≠ LinearMap.id) (c : ℝ) :
    (∀ v, ‖T v‖ ≤ c * ‖v‖) ↔ ∀ v, ‖v - T v‖ ≤ c * ‖v‖ := by
  refine ⟨fun hc => complement_bound hT h0 hc, fun hc v => ?_⟩
  -- the complement of the complement is the projector itself
  have h := complement_bound (T := LinearMap.id - T) (fun w => by simp [hT])
    (sub_ne_zero.2 h1.symm) (c := c) (fun w => by simpa using hc w) v
  simpa using h

/-- Complementary bounded projectors, both nonzero, have equal operator norm. -/
theorem opNorm_complement {T : E →L[ℂ] E} (hT : IsIdempotentElem T) (h0 : T ≠ 0)
    (h1 : T ≠ 1) : ‖1 - T‖ = ‖T‖ := by
  have key : ∀ S : E →L[ℂ] E, IsIdempotentElem S → S ≠ 0 → ‖1 - S‖ ≤ ‖S‖ := by
    intro S hS hS0
    refine ContinuousLinearMap.opNorm_le_bound _ (norm_nonneg _) fun v => ?_
    exact complement_bound (T := (S : E →ₗ[ℂ] E)) (fun w => DFunLike.congr_fun hS w)
      (fun h => hS0 (ContinuousLinearMap.ext fun w => LinearMap.congr_fun h w))
      (fun w => S.le_opNorm w) v
  refine le_antisymm (key T hT h0) ?_
  have h := key (1 - T) hT.one_sub (sub_ne_zero.2 h1.symm)
  rwa [sub_sub_cancel] at h

variable {n : Type*} [Fintype n] [DecidableEq n]

omit [DecidableEq n] in
/-- The operator by which a complex matrix acts on column vectors with the
Euclidean norm. -/
def matrixOp (T : Matrix n n ℂ) : EuclideanSpace ℂ n →ₗ[ℂ] EuclideanSpace ℂ n where
  toFun v := WithLp.toLp 2 (T *ᵥ v.ofLp)
  map_add' v w := by simp [Matrix.mulVec_add]
  map_smul' a v := by simp [Matrix.mulVec_smul]

/-- Matrices that act in the same way on all vectors are equal. -/
theorem matrixOp_injective {A B : Matrix n n ℂ} (h : matrixOp A = matrixOp B) :
    A = B :=
  Matrix.ext_of_mulVec_single fun j =>
    congrArg WithLp.ofLp (LinearMap.congr_fun h (WithLp.toLp 2 (Pi.single j 1)))

/-- For an idempotent complex matrix other than 0 and 1, a number bounds `T` in the
Euclidean norm exactly when it bounds `1 - T`. -/
theorem matrix_complement_bound_iff {T : Matrix n n ℂ} (hT : T * T = T) (h0 : T ≠ 0)
    (h1 : T ≠ 1) (c : ℝ) :
    (∀ v, ‖matrixOp T v‖ ≤ c * ‖v‖) ↔ ∀ v, ‖matrixOp (1 - T) v‖ ≤ c * ‖v‖ := by
  have hsub : ∀ v, matrixOp (1 - T) v = v - matrixOp T v := fun v => by
    simp [matrixOp, Matrix.sub_mulVec]
  simp only [hsub]
  refine complement_bound_iff (fun v => ?_) (fun h => h0 ?_) (fun h => h1 ?_) c
  · simp [matrixOp, Matrix.mulVec_mulVec, hT]
  · exact matrixOp_injective (h.trans (LinearMap.ext fun v => by simp [matrixOp]))
  · exact matrixOp_injective (h.trans (LinearMap.ext fun v => by simp [matrixOp]))

/-- The two-level matrix with rows `(1, t)` and `(0, 0)`. -/
def oblique (t : ℝ) : Matrix (Fin 2) (Fin 2) ℂ := !![1, (t : ℂ); 0, 0]

/-- The matrix `oblique t` is idempotent, differs from 0 and 1, and is not Hermitian
when `t ≠ 0`. -/
theorem oblique_witness (t : ℝ) :
    oblique t * oblique t = oblique t ∧ oblique t ≠ 0 ∧ oblique t ≠ 1 ∧
      (t ≠ 0 → ¬ (oblique t).IsHermitian) := by
  refine ⟨?_, fun h => ?_, fun h => ?_, fun ht h => ht ?_⟩
  · ext i j
    fin_cases i <;> fin_cases j <;> simp [oblique, Matrix.mul_apply, Fin.sum_univ_succ]
  · have h' := congrFun (congrFun h 0) 0
    simp [oblique] at h'
  · have h' := congrFun (congrFun h 1) 1
    simp [oblique] at h'
  · simpa [oblique] using h.apply 1 0

/-- The smallest bound on the projector `oblique t` is `√(1 + t²)`. -/
theorem oblique_bound_iff (t c : ℝ) :
    (∀ v, ‖matrixOp (oblique t) v‖ ≤ c * ‖v‖) ↔ √(1 + t ^ 2) ≤ c := by
  have hsq : ∀ v, ‖matrixOp (oblique t) v‖ ^ 2 = ‖v 0 + (t : ℂ) * v 1‖ ^ 2 := fun v => by
    rw [EuclideanSpace.norm_sq_eq]
    simp [matrixOp, oblique, dotProduct, Fin.sum_univ_two]
  constructor
  · intro hc
    -- the vector (1, t) is stretched the most
    let v : EuclideanSpace ℂ (Fin 2) := WithLp.toLp 2 ![1, (t : ℂ)]
    have hv : ‖v‖ ^ 2 = 1 + t ^ 2 := by
      rw [EuclideanSpace.norm_sq_eq]
      simp [v, Fin.sum_univ_two]
    have he : v 0 + (t : ℂ) * v 1 = ((1 + t ^ 2 : ℝ) : ℂ) := by
      simp [v, pow_two]
    have hM : ‖matrixOp (oblique t) v‖ = ‖v‖ ^ 2 := by
      apply (sq_eq_sq₀ (norm_nonneg _) (by positivity)).1
      rw [hsq, he, Complex.norm_real, Real.norm_eq_abs, sq_abs, hv]
    have hpos : 0 < ‖v‖ := by
      by_contra hn
      have h0 : ‖v‖ = 0 := le_antisymm (not_lt.1 hn) (norm_nonneg _)
      rw [h0] at hv
      nlinarith [sq_nonneg t]
    have h := hc v
    rw [hM] at h
    rw [← hv, Real.sqrt_sq (norm_nonneg _)]
    exact le_of_mul_le_mul_right (by linarith [pow_two ‖v‖]) hpos
  · intro h v
    refine le_trans ?_ (mul_le_mul_of_nonneg_right h (norm_nonneg v))
    apply (sq_le_sq₀ (norm_nonneg _) (by positivity)).1
    rw [hsq, mul_pow, Real.sq_sqrt (by positivity), EuclideanSpace.norm_sq_eq,
      Fin.sum_univ_two]
    have tri : ‖v 0 + (t : ℂ) * v 1‖ ≤ ‖v 0‖ + |t| * ‖v 1‖ := by
      simpa using norm_add_le (v 0) ((t : ℂ) * v 1)
    refine le_trans (pow_le_pow_left₀ (norm_nonneg _) tri 2) ?_
    rw [← sq_abs t]
    nlinarith [sq_nonneg (|t| * ‖v 0‖ - ‖v 1‖)]

end

end ObliqueProjectorNorm
```

```lean
#print axioms ObliqueProjectorNorm.opNorm_complement
#print axioms ObliqueProjectorNorm.matrix_complement_bound_iff
#print axioms ObliqueProjectorNorm.oblique_bound_iff
```

```
'ObliqueProjectorNorm.opNorm_complement' depends on axioms: [propext, Classical.choice, Quot.sound]
'ObliqueProjectorNorm.matrix_complement_bound_iff' depends on axioms: [propext, Classical.choice, Quot.sound]
'ObliqueProjectorNorm.oblique_bound_iff' depends on axioms: [propext, Classical.choice, Quot.sound]
```

## How the code follows the length exchange

`rescale x r` gives x the length r, as `norm_rescale` confirms for x ≠ 0 and r ≥ 0. `norm_exchange` proves ‖w‖ = ‖v‖: its step `hin` is the unchanged overlap, and `norm_add_sq` expands both squared norms. `one_le_bound` supplies c ≥ 1.

In `complement_bound`, the two `by_cases` lines handle x = 0 and y = 0. Then `hw` is the assumed bound at w, `hTw` computes Tw, and the last rewrite turns `hw` into the claim. `complement_bound_iff` applies this to `LinearMap.id - T`. `opNorm_complement` applies `complement_bound` twice: to T with the bound ‖T‖, and to 1 − T with the bound ‖1 − T‖. `matrixOp_injective` carries the conditions T ≠ 0 and T ≠ 1 from matrices to operators.

The opening example is `oblique t` at t = 1. `oblique_witness` checks that `oblique t` meets the hypotheses, and `oblique_bound_iff` finds its smallest bound, √(1 + t²). The vector (1, t) shows that no smaller number works; the triangle inequality and the square (|t|‖v 0‖ − ‖v 1‖)² ≥ 0 show that this one does. At t = 0 the projector is orthogonal and the bound falls to 1, the least value possible for a nonzero projector.
